# Centre Derivatives of a Bounded Core-Potential Integral between One-Dimensional Gaussians

Let $a,b>0$, let $n,m\ge 0$ be integers, and let $A,B,C$ be points on the real line. Define the unnormalised Gaussian primitives

$$g_n(x;A)=(x-A)^n e^{-a(x-A)^2},\qquad h_m(x;B)=(x-B)^m e^{-b(x-B)^2},$$

and the matrix element

$$I_{nm}(A,B,C)=\int g_n(x;A)\,h_m(x;B)\,V(x-C)\,dx .$$

The core potential $V$ is measurable with $|V|\le M$. The bound stands for a core of finite depth and height, so a Coulomb singularity is excluded, while sharp edges are allowed. A term with coefficient $n=0$ or $m=0$ is zero. Write

$$D_A=2a\,I_{n+1,m}-n\,I_{n-1,m},\qquad D_B=2b\,I_{n,m+1}-m\,I_{n,m-1}.$$

The claim is that all three centre derivatives exist, with

$$\frac{\partial I_{nm}}{\partial A}=D_A,\qquad \frac{\partial I_{nm}}{\partial B}=D_B,\qquad \frac{\partial I_{nm}}{\partial C}=-(D_A+D_B).$$

Normalisation constants do not depend on the centres. For normalised primitives, both sides are multiplied by the constants belonging to $n$ and $m$, including the terms of shifted degree.

## Moving the Gaussians

The product rule gives

$$\partial_A g_n=-n(x-A)^{n-1}e^{-a(x-A)^2}+2a(x-A)^{n+1}e^{-a(x-A)^2}=2a\,g_{n+1}-n\,g_{n-1}.$$

To differentiate under the integral we need an integrable bound. Put $r=x-A$. Since $e^y\ge y^{n+1}/(n+1)!$ for $y=a(1+r^2)$, and $|r|\le 1+r^2$,

$$|r|^n e^{-ar^2}\le\frac{(1+r^2)^{n+1}e^{-ar^2}}{1+r^2}\le\frac{K}{1+r^2},\qquad K=\frac{(n+1)!\,e^a}{a^{n+1}}.$$

Let $L$ be the corresponding constant for $h_m$. Move the centres to $A+tu$ and $B+tv$ with $|t|\le1$. From

$$1+(x-B)^2\le 1+2(x-B-tv)^2+2v^2\le(2+2v^2)\bigl(1+(x-B-tv)^2\bigr)$$

the integrand is at most $KLM(2+2v^2)/(1+(x-B)^2)$ in absolute value, for every such $t$. The same argument bounds the four integrands of shifted degree that appear in the $t$-derivative. Dominated convergence therefore gives

$$\frac{d}{dt}I_{nm}(A+tu,B+tv,C)\Big|_{t=0}=uD_A+vD_B .$$

The choices $(u,v)=(1,0)$ and $(0,1)$ give the first two derivatives.

## Moving the potential

Substituting $x\to x+s$ shows that $I_{nm}(A+s,B+s,C+s)=I_{nm}(A,B,C)$. Hence

$$I_{nm}(A,B,C+s)=I_{nm}(A-s,B-s,C),$$

and $(u,v)=(-1,-1)$ gives $\partial I_{nm}/\partial C=-(D_A+D_B)$. At no point is $V$ differentiated.

If $V$ is differentiable with bounded derivative, differentiating under the integral with respect to $C$ instead gives $-\int g_nh_mV'(x-C)\,dx$. Comparing the two results,

$$\int g_n h_m V'(x-C)\,dx=D_A+D_B.$$

In the smallest case, $n=m=0$, the lowered terms vanish and $\partial I_{00}/\partial C=-2(aI_{10}+bI_{01})$. For a square well of depth $V_0$ and half-width $w$, this derivative is the edge difference $-V_0\,[g_0h_0]_{x=C-w}^{x=C+w}$, although $V'$ vanishes away from the edges.

## Integrals and gradients as definitions

In Lean 4 with Mathlib:

```lean
import Mathlib

open MeasureTheory

namespace CorePotentialDerivatives

noncomputable section
```

`gaussian` serves for both primitives, with $(a,A)$ or $(b,B)$ as parameters.

```lean
/-- Gaussian primitive of degree `n` and exponent `a` centred at `A`. -/
def gaussian (n : ℕ) (a A x : ℝ) : ℝ := (x - A) ^ n * Real.exp (-a * (x - A) ^ 2)
```

The potential enters as a function of the signed displacement $x-C$ from its own centre; it need not be even.

```lean
/-- Product of two Gaussian primitives and a core potential centred at `C`. -/
def integrand (V : ℝ → ℝ) (a b : ℝ) (n m : ℕ) (A B C x : ℝ) : ℝ :=
  gaussian n a A x * gaussian m b B x * V (x - C)
```

`ecpIntegral` is $I_{nm}$, taken over the whole line.

```lean
/-- Matrix element of the core potential between two Gaussian primitives. -/
def ecpIntegral (V : ℝ → ℝ) (a b : ℝ) (n m : ℕ) (A B C : ℝ) : ℝ :=
  ∫ x, integrand V a b n m A B C x
```

`gradA` and `gradB` are $D_A$ and $D_B$. They are defined as combinations of integrals; that they are derivatives has to be proved. Natural-number subtraction makes `n - 1` equal to 0 at $n=0$, where the coefficient removes the term.

```lean
/-- Combination of matrix elements with the degree of the first primitive raised and lowered. -/
def gradA (V : ℝ → ℝ) (a b : ℝ) (n m : ℕ) (A B C : ℝ) : ℝ :=
  2 * a * ecpIntegral V a b (n + 1) m A B C - n * ecpIntegral V a b (n - 1) m A B C

/-- Combination of matrix elements with the degree of the second primitive raised and lowered. -/
def gradB (V : ℝ → ℝ) (a b : ℝ) (n m : ℕ) (A B C : ℝ) : ℝ :=
  2 * b * ecpIntegral V a b n (m + 1) A B C - m * ecpIntegral V a b n (m - 1) A B C
```

`HasDerivAt f d c` says that `f` is differentiable at `c` with derivative `d`. The first lemma is the product rule above: `h1` differentiates $x-A$ and `h2` the exponent.

```lean
variable {V : ℝ → ℝ} {a b M : ℝ}

/-- The derivative of a Gaussian primitive with respect to its centre is a combination of the
primitives of neighbouring degree. -/
theorem gaussian_hasDerivAt (n : ℕ) (a A x : ℝ) :
    HasDerivAt (fun A => gaussian n a A x)
      (2 * a * gaussian (n + 1) a A x - n * gaussian (n - 1) a A x) A := by
  have h1 : HasDerivAt (fun A => x - A) (-1) A := (hasDerivAt_id' A).const_sub x
  have h2 : HasDerivAt (fun A => -a * (x - A) ^ 2) (2 * a * (x - A)) A := by
    refine ((h1.fun_pow 2).const_mul (-a)).congr_deriv ?_
    simp only [Nat.reduceSub, Nat.cast_ofNat]
    ring
  refine ((h1.fun_pow n).fun_mul h2.exp).congr_deriv ?_
  simp only [gaussian]
  ring
```

## Lorentzian bounds

In `gaussian_decay`, which assumes $a>0$, `key` is the estimate in $r$, and `h3` is the factorial bound. The constant is chosen before the centre, which makes it uniform.

```lean
/-- A Gaussian primitive is bounded by a Lorentzian about its centre, with a constant that does
not depend on the centre. -/
theorem gaussian_decay (ha : 0 < a) (n : ℕ) :
    ∃ K, 0 ≤ K ∧ ∀ A x, |gaussian n a A x| ≤ K * (1 + (x - A) ^ 2)⁻¹ := by
  have hf : (0 : ℝ) < (Nat.factorial (n + 1) : ℝ) := Nat.cast_pos.mpr (Nat.factorial_pos _)
  have key : ∀ t : ℝ, |t ^ n * Real.exp (-a * t ^ 2)| ≤
      ((Nat.factorial (n + 1) : ℝ) / a ^ (n + 1) * Real.exp a) * (1 + t ^ 2)⁻¹ := by
    intro t
    have hp : 0 < 1 + t ^ 2 := by positivity
    have h1 : |t| ≤ 1 + t ^ 2 := by
      nlinarith [sq_nonneg (|t| - 1), sq_abs t, abs_nonneg t]
    -- the exponential dominates every power
    have h2 := Real.pow_div_factorial_le_exp (a * (1 + t ^ 2)) (by positivity) (n + 1)
    rw [div_le_iff₀ hf, mul_pow] at h2
    have h3 : (1 + t ^ 2) ^ (n + 1) ≤
        (Nat.factorial (n + 1) : ℝ) / a ^ (n + 1) * Real.exp (a * (1 + t ^ 2)) := by
      rw [div_mul_eq_mul_div, le_div_iff₀ (by positivity)]
      calc _ = a ^ (n + 1) * (1 + t ^ 2) ^ (n + 1) := mul_comm _ _
        _ ≤ _ := h2
        _ = _ := mul_comm _ _
    rw [abs_mul, abs_pow, Real.abs_exp, ← div_eq_mul_inv, le_div_iff₀ hp]
    calc |t| ^ n * Real.exp (-a * t ^ 2) * (1 + t ^ 2)
        ≤ (1 + t ^ 2) ^ n * Real.exp (-a * t ^ 2) * (1 + t ^ 2) := by gcongr
      _ = (1 + t ^ 2) ^ (n + 1) * Real.exp (-a * t ^ 2) := by ring
      _ ≤ _ := mul_le_mul_of_nonneg_right h3 (Real.exp_pos _).le
      _ = _ := by
        rw [mul_assoc, ← Real.exp_add]
        congr 2
        ring
  exact ⟨_, by positivity, fun A x => key (x - A)⟩
```

Next, for positive exponents and $|V|\le M$ (the hypothesis `hM`), `h1` bounds the first Gaussian by a constant and `h3` recentres the second Lorentzian at the fixed point $B$.

```lean
/-- While the two Gaussian centres move together to `A + t * u` and `B + t * v` with `|t| ≤ 1`, the
absolute value of the integrand stays below one fixed Lorentzian, wherever the potential is centred.
-/
theorem integrand_bound (ha : 0 < a) (hb : 0 < b) (hM : ∀ x, |V x| ≤ M) (n m : ℕ)
    (A B u v : ℝ) : ∃ K, ∀ t, |t| ≤ 1 → ∀ C x,
      |integrand V a b n m (A + t * u) (B + t * v) C x| ≤ K * (1 + (x - B) ^ 2)⁻¹ := by
  obtain ⟨K, hK0, hK⟩ := gaussian_decay ha n
  obtain ⟨L, hL0, hL⟩ := gaussian_decay hb m
  refine ⟨K * (L * (2 + 2 * v ^ 2)) * M, fun t ht C x => ?_⟩
  have h1 : |gaussian n a (A + t * u) x| ≤ K :=
    (hK _ _).trans (mul_le_of_le_one_right hK0
      (inv_le_one_of_one_le₀ (by nlinarith [sq_nonneg (x - (A + t * u))])))
  have ht2 : t ^ 2 * v ^ 2 ≤ v ^ 2 :=
    mul_le_of_le_one_left (sq_nonneg v) ((sq_le_one_iff_abs_le_one t).mpr ht)
  have h3 : (1 + (x - (B + t * v)) ^ 2)⁻¹ ≤ (2 + 2 * v ^ 2) * (1 + (x - B) ^ 2)⁻¹ := by
    rw [← div_eq_mul_inv, inv_eq_one_div, div_le_div_iff₀ (by positivity) (by positivity)]
    nlinarith [sq_nonneg (x - (B + t * v) - t * v),
      mul_nonneg (sq_nonneg v) (sq_nonneg (x - (B + t * v)))]
  have h2 := (hL (B + t * v) x).trans (mul_le_mul_of_nonneg_left h3 hL0)
  rw [integrand, abs_mul, abs_mul]
  refine (mul_le_mul (mul_le_mul h1 h2 (abs_nonneg _) hK0) (hM (x - C)) (abs_nonneg _)
    (by positivity)).trans (le_of_eq ?_)
  ring
```

With the centres at rest, the same bound and the measurability of $V$ give a convergent integral.

```lean
/-- The matrix element of a bounded measurable potential is a convergent integral. -/
theorem integrand_integrable (ha : 0 < a) (hb : 0 < b) (hV : Measurable V)
    (hM : ∀ x, |V x| ≤ M) (n m : ℕ) (A B C : ℝ) :
    Integrable (integrand V a b n m A B C) := by
  obtain ⟨K, hK⟩ := integrand_bound ha hb hM n m A B 0 0
  have hg : ∀ (k : ℕ) (c D : ℝ), Measurable (gaussian k c D) := fun k c D => by
    have h : Continuous (fun x => (x - D) ^ k * Real.exp (-c * (x - D) ^ 2)) := by fun_prop
    exact h.measurable
  have hm : Measurable (integrand V a b n m A B C) :=
    ((hg n a A).mul (hg m b B)).mul (hV.comp (measurable_id.sub_const C))
  refine Integrable.mono' ((integrable_inv_one_add_sq.comp_sub_right B).const_mul K)
    hm.aestronglyMeasurable (Filter.Eventually.of_forall fun x => ?_)
  simpa only [mul_zero, add_zero, Real.norm_eq_abs] using hK 0 (by simp) C x
```

## Derivatives with respect to all three centres

The hypotheses are again positive exponents and a bounded measurable `V`. Here `G` is the $t$-derivative of the integrand, and `hval` identifies its integral at $t=0$ with $uD_A+vD_B$. The bounds `h₁` to `h₄` control its four terms, as differentiation under the integral requires.

```lean
/-- Rate of change of the matrix element when the two Gaussian centres move with velocities
`u` and `v`. -/
theorem hasDerivAt_moving_centres (ha : 0 < a) (hb : 0 < b) (hV : Measurable V)
    (hM : ∀ x, |V x| ≤ M) (n m : ℕ) (A B C u v : ℝ) :
    HasDerivAt (fun t => ecpIntegral V a b n m (A + t * u) (B + t * v) C)
      (u * gradA V a b n m A B C + v * gradB V a b n m A B C) 0 := by
  have aux : ∀ c k p q P Q : ℝ, |p| ≤ P → |q| ≤ Q → |c * p + k * q| ≤ |c| * P + |k| * Q :=
    fun c k p q P Q hp hq => (abs_add_le _ _).trans (by
      rw [abs_mul, abs_mul]
      exact add_le_add (mul_le_mul_of_nonneg_left hp (abs_nonneg c))
        (mul_le_mul_of_nonneg_left hq (abs_nonneg k)))
  have lin : ∀ (c k : ℝ) {f g : ℝ → ℝ}, Integrable f → Integrable g →
      Integrable (fun x => c * f x + k * g x) :=
    fun c k _ _ hf hg => (hf.const_mul c).add (hg.const_mul k)
  have lint : ∀ (c k : ℝ) {f g : ℝ → ℝ}, Integrable f → Integrable g →
      ∫ x, (c * f x + k * g x) = c * (∫ x, f x) + k * ∫ x, g x := by
    intro c k f g hf hg
    rw [integral_add (hf.const_mul c) (hg.const_mul k), integral_const_mul, integral_const_mul]
  let G : ℝ → ℝ → ℝ → ℝ := fun A B x =>
    u * (2 * a * integrand V a b (n + 1) m A B C x
      + -(n : ℝ) * integrand V a b (n - 1) m A B C x)
    + v * (2 * b * integrand V a b n (m + 1) A B C x
      + -(m : ℝ) * integrand V a b n (m - 1) A B C x)
  have i := fun k l => integrand_integrable ha hb hV hM k l A B C
  have iA := lin (2 * a) (-(n : ℝ)) (i (n + 1) m) (i (n - 1) m)
  have iB := lin (2 * b) (-(m : ℝ)) (i n (m + 1)) (i n (m - 1))
  have hG0 : G (A + 0 * u) (B + 0 * v) = G A B := by simp only [zero_mul, add_zero]
  have hGi : Integrable (G A B) := lin u v iA iB
  have hval : ∫ x, G A B x = u * gradA V a b n m A B C + v * gradB V a b n m A B C := by
    refine (lint u v iA iB).trans ?_
    rw [lint (2 * a) (-(n : ℝ)) (i (n + 1) m) (i (n - 1) m),
      lint (2 * b) (-(m : ℝ)) (i n (m + 1)) (i n (m - 1))]
    simp only [gradA, gradB, ecpIntegral]
    ring
  obtain ⟨K₁, h₁⟩ := integrand_bound ha hb hM (n + 1) m A B u v
  obtain ⟨K₂, h₂⟩ := integrand_bound ha hb hM (n - 1) m A B u v
  obtain ⟨K₃, h₃⟩ := integrand_bound ha hb hM n (m + 1) A B u v
  obtain ⟨K₄, h₄⟩ := integrand_bound ha hb hM n (m - 1) A B u v
  have hw : Integrable (fun x : ℝ => (1 + (x - B) ^ 2)⁻¹) :=
    integrable_inv_one_add_sq.comp_sub_right B
  -- differentiate under the integral sign
  have hd := (hasDerivAt_integral_of_dominated_loc_of_deriv_le (μ := volume)
    (F := fun t x => integrand V a b n m (A + t * u) (B + t * v) C x)
    (F' := fun t x => G (A + t * u) (B + t * v) x) (x₀ := (0 : ℝ))
    (bound := fun x => |u| * (|2 * a| * (K₁ * (1 + (x - B) ^ 2)⁻¹)
        + |-(n : ℝ)| * (K₂ * (1 + (x - B) ^ 2)⁻¹))
      + |v| * (|2 * b| * (K₃ * (1 + (x - B) ^ 2)⁻¹)
        + |-(m : ℝ)| * (K₄ * (1 + (x - B) ^ 2)⁻¹)))
    (Metric.ball_mem_nhds (0 : ℝ) one_pos)
    (Filter.Eventually.of_forall fun t =>
      (integrand_integrable ha hb hV hM n m (A + t * u) (B + t * v) C).aestronglyMeasurable)
    (integrand_integrable ha hb hV hM n m (A + 0 * u) (B + 0 * v) C)
    (by rw [hG0]; exact hGi.aestronglyMeasurable)
    (Filter.Eventually.of_forall fun x t ht => by
      have ht' : |t| ≤ 1 := (mem_ball_zero_iff.mp ht).le
      exact aux u v _ _ _ _ (aux _ _ _ _ _ _ (h₁ t ht' C x) (h₂ t ht' C x))
        (aux _ _ _ _ _ _ (h₃ t ht' C x) (h₄ t ht' C x)))
    (lin |u| |v| (lin |2 * a| |-(n : ℝ)| (hw.const_mul K₁) (hw.const_mul K₂))
      (lin |2 * b| |-(m : ℝ)| (hw.const_mul K₃) (hw.const_mul K₄)))
    (Filter.Eventually.of_forall fun x t _ => by
      have line : ∀ D w : ℝ, HasDerivAt (fun t => D + t * w) w t := fun D w =>
        (((hasDerivAt_id' t).mul_const w).const_add D).congr_deriv (one_mul w)
      have hA : HasDerivAt (fun t => gaussian n a (A + t * u) x)
          ((2 * a * gaussian (n + 1) a (A + t * u) x
            - n * gaussian (n - 1) a (A + t * u) x) * u) t :=
        HasDerivAt.comp (h₂ := fun D => gaussian n a D x) (h := fun t => A + t * u) t
          (gaussian_hasDerivAt n a (A + t * u) x) (line A u)
      have hB : HasDerivAt (fun t => gaussian m b (B + t * v) x)
          ((2 * b * gaussian (m + 1) b (B + t * v) x
            - m * gaussian (m - 1) b (B + t * v) x) * v) t :=
        HasDerivAt.comp (h₂ := fun D => gaussian m b D x) (h := fun t => B + t * v) t
          (gaussian_hasDerivAt m b (B + t * v) x) (line B v)
      refine ((hA.fun_mul hB).mul_const (V (x - C))).congr_deriv ?_
      simp only [G, integrand]
      ring)).2
  refine hd.congr_deriv ?_
  rw [hG0]
  exact hval
```

Translation invariance is the change of variable.

```lean
/-- The matrix element is unchanged when all three centres are translated together. -/
theorem ecpIntegral_translate (V : ℝ → ℝ) (a b : ℝ) (n m : ℕ) (A B C s : ℝ) :
    ecpIntegral V a b n m (A + s) (B + s) (C + s) = ecpIntegral V a b n m A B C := by
  refine Eq.trans ?_ (integral_sub_right_eq_self (μ := volume) (integrand V a b n m A B C) s)
  unfold ecpIntegral
  congr 1
  funext x
  simp only [integrand, gaussian]
  rw [show x - (A + s) = x - s - A by ring, show x - (B + s) = x - s - B by ring,
    show x - (C + s) = x - s - C by ring]
```

The main theorem assumes only positive exponents and a bounded measurable `V`. `recentre` turns a derivative at $t=0$ into one at the actual centre. The equation `e` replaces motion of the potential by backward motion of both Gaussians.

```lean
/-- Derivatives of the matrix element with respect to the two Gaussian centres and the centre of
a bounded measurable potential; the last is minus the sum of the first two. -/
theorem ecpIntegral_hasDerivAt (ha : 0 < a) (hb : 0 < b) (hV : Measurable V)
    (hM : ∀ x, |V x| ≤ M) (n m : ℕ) (A B C : ℝ) :
    HasDerivAt (fun y => ecpIntegral V a b n m y B C) (gradA V a b n m A B C) A ∧
    HasDerivAt (fun y => ecpIntegral V a b n m A y C) (gradB V a b n m A B C) B ∧
    HasDerivAt (fun y => ecpIntegral V a b n m A B y)
      (-(gradA V a b n m A B C + gradB V a b n m A B C)) C := by
  have recentre : ∀ (f : ℝ → ℝ) (d c : ℝ), HasDerivAt f d 0 →
      HasDerivAt (fun y => f (y - c)) d c := by
    intro f d c h
    have h' : HasDerivAt f d (c - c) := by rwa [sub_self]
    exact (HasDerivAt.comp (h₂ := f) (h := fun y => y - c) c h'
      ((hasDerivAt_id' c).sub_const c)).congr_deriv (mul_one d)
  have move := hasDerivAt_moving_centres ha hb hV hM n m A B C
  refine ⟨?_, ?_, ?_⟩
  · simpa only [mul_one, mul_zero, add_zero, one_mul, zero_mul, add_sub_cancel]
      using recentre _ _ A (move 1 0)
  · simpa only [mul_one, mul_zero, add_zero, zero_add, one_mul, zero_mul, add_sub_cancel]
      using recentre _ _ B (move 0 1)
  · -- moving the potential forwards is moving both Gaussians backwards
    have e : ∀ y, ecpIntegral V a b n m A B y =
        ecpIntegral V a b n m (A + (y - C) * (-1)) (B + (y - C) * (-1)) C := by
      intro y
      rw [← ecpIntegral_translate V a b n m (A + (y - C) * (-1)) (B + (y - C) * (-1)) C (y - C)]
      congr 1 <;> ring
    exact ((recentre _ _ C (move (-1) (-1))).congr_deriv (by ring)).congr_of_eventuallyEq
      (Filter.Eventually.of_forall e)
```

The last theorem adds differentiability of `V` and a bound `M'` on its derivative. The negative of each side is the derivative of $I_{nm}$ with respect to $C$, so uniqueness of the derivative makes the two sides equal.

```lean
/-- For a bounded differentiable potential with bounded derivative, the matrix element of the
potential gradient equals the sum of the combinations `gradA` and `gradB`. -/
theorem ecpIntegral_deriv_potential {M' : ℝ} (ha : 0 < a) (hb : 0 < b)
    (hV : Differentiable ℝ V) (hM : ∀ x, |V x| ≤ M) (hM' : ∀ x, |deriv V x| ≤ M')
    (n m : ℕ) (A B C : ℝ) :
    ecpIntegral (deriv V) a b n m A B C = gradA V a b n m A B C + gradB V a b n m A B C := by
  have hVm : Measurable V := hV.continuous.measurable
  obtain ⟨K, hK⟩ := integrand_bound ha hb hM' n m A B 0 0
  have hd := (hasDerivAt_integral_of_dominated_loc_of_deriv_le (μ := volume)
    (F := fun c x => integrand V a b n m A B c x)
    (F' := fun c x => -integrand (deriv V) a b n m A B c x) (x₀ := C)
    (bound := fun x => K * (1 + (x - B) ^ 2)⁻¹)
    (Metric.ball_mem_nhds C one_pos)
    (Filter.Eventually.of_forall fun c =>
      (integrand_integrable ha hb hVm hM n m A B c).aestronglyMeasurable)
    (integrand_integrable ha hb hVm hM n m A B C)
    (integrand_integrable ha hb (measurable_deriv V) hM' n m A B C).neg.aestronglyMeasurable
    (Filter.Eventually.of_forall fun x c _ => by
      simpa only [mul_zero, add_zero, norm_neg, Real.norm_eq_abs, abs_neg]
        using hK 0 (by simp) c x)
    ((integrable_inv_one_add_sq.comp_sub_right B).const_mul K)
    (Filter.Eventually.of_forall fun x c _ => by
      have h : HasDerivAt (fun c => V (x - c)) (deriv V (x - c) * (-1)) c :=
        HasDerivAt.comp c (hV (x - c)).hasDerivAt ((hasDerivAt_id' c).const_sub x)
      refine (h.const_mul (gaussian n a A x * gaussian m b B x)).congr_deriv ?_
      simp only [integrand]
      ring)).2
  -- both expressions are the derivative with respect to the potential centre
  have hu := hd.unique (ecpIntegral_hasDerivAt ha hb hVm hM n m A B C).2.2
  rw [integral_neg] at hu
  exact neg_injective hu

end

end CorePotentialDerivatives
```

```lean
#print axioms CorePotentialDerivatives.ecpIntegral_deriv_potential
-- 'CorePotentialDerivatives.ecpIntegral_deriv_potential' depends on axioms: [propext, Classical.choice, Quot.sound]
```

## Use in a gradient code

For this one-dimensional, local and bounded model, which has no angular projectors, the result gives the matrix-element derivatives that enter the core-potential contribution to a force, using integrals of the same kind as those in the energy. A routine that evaluates $I_{nm}$ is called at neighbouring degrees, and the derivative for the potential centre is minus the sum of the other two. In a contracted basis function the factor $2a$ differs between primitives and must be applied before they are summed. If the first Gaussian and the potential sit on one atom and the second Gaussian on another, moving the first atom changes $A$ and $C$ together, and the total derivative is $D_A-(D_A+D_B)=-D_B$.
